# For a K-Lipschitz energy, the highest image of a band with spacing at most h lies at most Kh/2 below the ridge it crosses

A nudged elastic band samples the energy at a finite number of images. Their spacing, together with the steepness of the energy, limits how far the highest image can fall below the ridge between reactant and product. If the energy changes by at most $K$ per unit length and is at least $m$ on a sphere about the reactant, then a band that leaves the sphere in steps of at most $h$ has an image of energy at least $m - Kh/2$.

```lean
import Mathlib

open scoped NNReal

namespace DiscreteMountainPass

noncomputable section

variable {V : Type*} [NormedAddCommGroup V] [NormedSpace ℝ V]

/-- If a quantity is negative at the first image of a band and nonnegative at the last,
then it changes from negative to nonnegative along some link between consecutive images. -/
theorem exists_crossing_link (q : ℕ → ℝ) (N : ℕ) (h0 : q 0 < 0) (hN : 0 ≤ q N) :
    ∃ i < N, q i < 0 ∧ 0 ≤ q (i + 1) := by
  induction N with
  | zero => exact absurd hN (not_le_of_gt h0)
  | succ n ih =>
    by_cases hn : 0 ≤ q n
    · obtain ⟨i, hi, h⟩ := ih hn
      exact ⟨i, by omega, h⟩
    · exact ⟨n, by omega, lt_of_not_ge hn, hN⟩

/-- A straight link whose ends lie on opposite sides of the surface `g = 0`, or on it,
meets that surface, provided `g` is continuous. -/
theorem link_meets_surface {g : V → ℝ} (hg : Continuous g) {a b : V}
    (ha : g a ≤ 0) (hb : 0 ≤ g b) : ∃ p ∈ segment ℝ a b, g p = 0 := by
  have hconn : IsPreconnected (segment ℝ a b) := (convex_segment a b).isPreconnected
  exact hconn.intermediate_value (left_mem_segment ℝ a b) (right_mem_segment ℝ a b)
    hg.continuousOn ⟨ha, hb⟩

/-- Every point of a straight link lies within half the link's length of one of its ends. -/
theorem near_an_end {a b p : V} (hp : p ∈ segment ℝ a b) :
    dist a p ≤ dist a b / 2 ∨ dist b p ≤ dist a b / 2 := by
  have hsum := dist_add_dist_of_mem_segment hp
  rw [dist_comm p b] at hsum
  by_cases h : dist a p ≤ dist a b / 2
  · exact Or.inl h
  · right
    linarith [lt_of_not_ge h]

/-- Let a `K`-Lipschitz energy be at least `m` on a dividing surface `g = 0`, with `g`
continuous. A band that starts where `g < 0`, ends where `g ≥ 0` and has consecutive images
at most `h` apart contains an image of energy at least `m - K h / 2`. -/
theorem dividing_surface_bound {E g : V → ℝ} {K : ℝ≥0} {m h : ℝ} {x : ℕ → V} {N : ℕ}
    (hE : LipschitzWith K E) (hg : Continuous g) (hm : ∀ p, g p = 0 → m ≤ E p)
    (hstart : g (x 0) < 0) (hend : 0 ≤ g (x N))
    (hstep : ∀ i < N, dist (x i) (x (i + 1)) ≤ h) :
    ∃ i ≤ N, m - K * h / 2 ≤ E (x i) := by
  obtain ⟨i, hi, ha, hb⟩ := exists_crossing_link (fun j => g (x j)) N hstart hend
  obtain ⟨p, hp, hgp⟩ := link_meets_surface (a := x i) (b := x (i + 1)) hg (le_of_lt ha) hb
  -- an image within h / 2 of the crossing point loses at most K h / 2 in energy
  have key : ∀ y, dist y p ≤ h / 2 → m - K * h / 2 ≤ E y := by
    intro y hy
    have h1 := hE.dist_le_mul y p
    rw [Real.dist_eq] at h1
    have h2 := (abs_le.mp h1).1
    have h3 := mul_le_mul_of_nonneg_left hy K.coe_nonneg
    linarith [hm p hgp]
  have hs := hstep i hi
  rcases near_an_end hp with h1 | h1
  · exact ⟨i, by omega, key _ (by linarith)⟩
  · exact ⟨i + 1, by omega, key _ (by linarith)⟩

/-- **Discrete mountain-pass bound.** Let a `K`-Lipschitz energy be at least `m` on the sphere
of radius `r` about `A`. A band that starts inside the sphere, ends on or outside it and has
consecutive images at most `h` apart contains an image of energy at least `m - K h / 2`. -/
theorem mountain_pass_bound {E : V → ℝ} {K : ℝ≥0} {A : V} {r m h : ℝ} {x : ℕ → V} {N : ℕ}
    (hE : LipschitzWith K E) (hm : ∀ p ∈ Metric.sphere A r, m ≤ E p)
    (hstart : dist (x 0) A < r) (hend : r ≤ dist (x N) A)
    (hstep : ∀ i < N, dist (x i) (x (i + 1)) ≤ h) :
    ∃ i ≤ N, m - K * h / 2 ≤ E (x i) := by
  -- the sphere is the dividing surface dist p A - r = 0
  have hg : Continuous (fun p : V => dist p A - r) :=
    (continuous_id.dist continuous_const).sub continuous_const
  refine dividing_surface_bound (g := fun p => dist p A - r) hE hg ?_
    (sub_neg.mpr hstart) (sub_nonneg.mpr hend) hstep
  intro p hp
  exact hm p (Metric.mem_sphere.mpr (sub_eq_zero.mp hp))

/-- If, in the setting of the mountain-pass bound, both end images have energy below
`m - K h / 2`, then an image strictly between them has energy at least `m - K h / 2`. -/
theorem interior_image_bound {E : V → ℝ} {K : ℝ≥0} {A : V} {r m h : ℝ} {x : ℕ → V} {N : ℕ}
    (hE : LipschitzWith K E) (hm : ∀ p ∈ Metric.sphere A r, m ≤ E p)
    (hstart : dist (x 0) A < r) (hend : r ≤ dist (x N) A)
    (hstep : ∀ i < N, dist (x i) (x (i + 1)) ≤ h)
    (hlow0 : E (x 0) < m - K * h / 2) (hlowN : E (x N) < m - K * h / 2) :
    ∃ i, 0 < i ∧ i < N ∧ m - K * h / 2 ≤ E (x i) := by
  obtain ⟨i, hi, hEi⟩ := mountain_pass_bound hE hm hstart hend hstep
  have hi0 : i ≠ 0 := by
    rintro rfl
    exact absurd hEi (not_le_of_gt hlow0)
  have hiN : i ≠ N := by
    rintro rfl
    exact absurd hEi (not_le_of_gt hlowN)
  exact ⟨i, by omega, by omega, hEi⟩

/-- The ridge energy: it equals `m` on the sphere of radius `r` about `A` and falls off
with slope `K` in the radial distance from that sphere. -/
def ridgeEnergy (A : V) (r m : ℝ) (K : ℝ≥0) (p : V) : ℝ :=
  m - K * |dist p A - r|

/-- The straight band along `u` whose image `i` is `A + (r - h / 2 + i h) u`. -/
def radialBand (A u : V) (r h : ℝ) (i : ℕ) : V :=
  A + (r - h / 2 + i * h) • u

omit [NormedSpace ℝ V] in
/-- The ridge energy is `K`-Lipschitz. -/
theorem ridgeEnergy_lipschitz (A : V) (r m : ℝ) (K : ℝ≥0) :
    LipschitzWith K (ridgeEnergy A r m K) := by
  have key : ∀ p q : V, |dist p A - r| - |dist q A - r| ≤ dist p q := by
    intro p q
    have h1 := abs_sub_abs_le_abs_sub (dist p A - r) (dist q A - r)
    rw [sub_sub_sub_cancel_right] at h1
    exact h1.trans (abs_dist_sub_le p q A)
  refine LipschitzWith.of_dist_le_mul fun p q => ?_
  have h1 := mul_le_mul_of_nonneg_left (key p q) K.coe_nonneg
  have h2 := mul_le_mul_of_nonneg_left (key q p) K.coe_nonneg
  rw [dist_comm q p] at h2
  rw [Real.dist_eq, abs_le]
  unfold ridgeEnergy
  constructor <;> linarith

/-- The bound is sharp: for a unit vector `u` and `0 < h ≤ 2 r`, the ridge energy and the
radial band have all the properties required in the mountain-pass bound, with spacing exactly
`h`, and no image has energy above `m - K h / 2`. -/
theorem mountain_pass_bound_sharp (A u : V) (r m h : ℝ) (K : ℝ≥0)
    (hu : ‖u‖ = 1) (hh : 0 < h) (hr : h ≤ 2 * r) :
    LipschitzWith K (ridgeEnergy A r m K) ∧
    (∀ p ∈ Metric.sphere A r, ridgeEnergy A r m K p = m) ∧
    dist (radialBand A u r h 0) A < r ∧
    (∀ i, r < dist (radialBand A u r h (i + 1)) A) ∧
    (∀ i, dist (radialBand A u r h i) (radialBand A u r h (i + 1)) = h) ∧
    ∀ i, ridgeEnergy A r m K (radialBand A u r h i) ≤ m - K * h / 2 := by
  have hpos : ∀ i : ℕ, 0 ≤ (i : ℝ) * h := fun i => by positivity
  -- radial distance of each image
  have hd : ∀ i : ℕ, dist (radialBand A u r h i) A = r - h / 2 + i * h := by
    intro i
    have hn : 0 ≤ r - h / 2 + i * h := by linarith [hpos i]
    rw [radialBand, dist_eq_norm, add_sub_cancel_left, norm_smul, hu, mul_one,
      Real.norm_of_nonneg hn]
  refine ⟨ridgeEnergy_lipschitz A r m K, ?_, ?_, ?_, ?_, ?_⟩
  · intro p hp
    rw [ridgeEnergy, Metric.mem_sphere.mp hp, sub_self, abs_zero, mul_zero, sub_zero]
  · rw [hd, Nat.cast_zero]
    linarith
  · intro i
    rw [hd, Nat.cast_add, Nat.cast_one]
    linarith [hpos i]
  · intro i
    have hdiff : radialBand A u r h i - radialBand A u r h (i + 1) = (-h) • u := by
      simp only [radialBand, Nat.cast_add, Nat.cast_one]
      module
    rw [dist_eq_norm, hdiff, norm_smul, hu, mul_one, norm_neg, Real.norm_of_nonneg hh.le]
  · intro i
    -- every image is at radial distance at least h / 2 from the sphere
    have hfar : h / 2 ≤ |r - h / 2 + i * h - r| := by
      cases i with
      | zero =>
        refine le_trans ?_ (neg_le_abs _)
        rw [Nat.cast_zero]
        linarith
      | succ j =>
        refine le_trans ?_ (le_abs_self _)
        rw [Nat.cast_add, Nat.cast_one]
        linarith [hpos j]
    have hK := mul_le_mul_of_nonneg_left hfar K.coe_nonneg
    rw [ridgeEnergy, hd]
    linarith

end

end DiscreteMountainPass
```

```lean
#print axioms DiscreteMountainPass.interior_image_bound
#print axioms DiscreteMountainPass.ridgeEnergy_lipschitz
#print axioms DiscreteMountainPass.mountain_pass_bound_sharp
```

```
'DiscreteMountainPass.interior_image_bound' depends on axioms: [propext, Classical.choice, Quot.sound]
'DiscreteMountainPass.ridgeEnergy_lipschitz' depends on axioms: [propext, Classical.choice, Quot.sound]
'DiscreteMountainPass.mountain_pass_bound_sharp' depends on axioms: [propext, Classical.choice, Quot.sound]
```

## A ridge can pass between two images

A band is a finite chain of geometries. The energy is computed at those geometries and nowhere between them, so two neighbouring images can sit on opposite flanks of a ridge while the crest goes unseen. The highest computed energy can then be too low as an estimate of the barrier. `mountain_pass_bound` uses the spacing of the images and the steepness of the energy to limit how far the highest image can fall below $m$, a lower bound for the energy on the whole sphere. Every continuous path from inside the sphere to outside crosses it, so $m$ is never above the top of the barrier, but it can lie below it.

With $K = 1$ eV/Å and $h = 0.2$ Å, for instance, some image lies no more than 0.1 eV below $m$. To keep the shortfall relative to $m$ within a tolerance $\varepsilon$ when $K > 0$, a spacing of $h \le 2\varepsilon/K$ is enough. The band need not be relaxed: the images may come from a converged calculation, from a linear interpolation or from a guess.

The bound works in one direction only. It does not limit the energy of the images from above, and it does not place the highest image near a saddle point. In analysis, "mountain pass" usually names a theorem that produces a critical point; here no stationary point is claimed to exist, and the energy need not be differentiable.

## What the hypotheses say about the energy and the band

The space of geometries is `V`, any real normed space. For $n$ Cartesian coordinates with the usual Euclidean length, `V` is `EuclideanSpace ℝ (Fin n)`; the plain function type `Fin n → ℝ` carries the maximum norm in Mathlib, and $h$ and $K$ would then refer to that norm. In the Euclidean case, `dist` is the length of the displacement of all coordinates together, not the largest displacement of a single atom.

Several letters differ from common use. `K` is a bound on the slope of the energy, not the spring constant of the band; `m` is an energy, not a mass; `g` is a function whose zero set is a dividing surface, not a gradient.

- `hE : LipschitzWith K E` says that $|E(p) - E(q)| \le K\,\|p - q\|$ for all $p, q$. For a differentiable energy and the Euclidean length this means that the force has norm at most $K$ everywhere. The type `ℝ≥0` makes $K$ nonnegative.
- `hm` says that $E \ge m$ on the whole sphere of radius $r$ about $A$. This is the energy ridge, and it is assumed, not computed. The point $A$ is meant to be the reactant minimum, although the theorem does not ask it to be a minimum.
- `hstart` and `hend` put image $0$ strictly inside the sphere and image $N$ on or outside it. They force $r > 0$ and $N \ge 1$.
- `hstep` says that each of the $N$ links has length at most $h$.

The band is an infinite sequence `x : ℕ → V`, of which only the images $0, \dots, N$ matter. The conclusion is that some $i \le N$ satisfies $E(x_i) \ge m - Kh/2$. That image may be an end of the band; `interior_image_bound` adds the assumption that both ends lie below $m - Kh/2$ and concludes that an image strictly between them reaches the bound.

A sphere in Cartesian space suits an adsorbate on a fixed substrate better than a free molecule. A free molecule can be translated onto the sphere at no cost in energy, so $m$ cannot exceed $E(A)$ and the bound says little. `dividing_surface_bound` is more flexible, since it accepts any continuous $g$ with $E \ge m$ wherever $g = 0$. For the transfer of an atom from a donor to an acceptor, $g$ can be its distance from the donor minus its distance from the acceptor.

One step to a real molecule remains. A Born–Oppenheimer energy diverges when nuclei meet, so it has no global Lipschitz constant, whereas `hE` asks for one. The argument below compares energies only along a single link of the band, so for a differentiable energy a bound of $K$ on the force along the links would be enough in its place; that version is not proved in the file.

## From the crossing link to the nearer image

Write $g(p) = \|p - A\| - r$, which is negative inside the sphere, zero on it and positive outside.

**A link crosses.** Since $g(x_0) < 0$ and $g(x_N) \ge 0$, there is a last index $i \le N$ with $g(x_i) < 0$. It is smaller than $N$, and $g(x_{i+1}) \ge 0$.

**The link meets the sphere.** Put $a = x_i$ and $b = x_{i+1}$. The function $t \mapsto g((1-t)a + tb)$ is continuous on $[0,1]$, negative at $t = 0$ and nonnegative at $t = 1$. It therefore vanishes at some $t$, and $p = (1-t)a + tb$ lies on the sphere. Hence $E(p) \ge m$.

**One end is near.** The distances from $p$ to the two ends are
$$\|p - a\| = t\,\|b - a\|, \qquad \|p - b\| = (1-t)\,\|b - a\|.$$
They add up to $\|b - a\| \le h$, so the smaller one is at most $h/2$. Let $y$ be the end that it belongs to.

**The energy cannot fall far.** The Lipschitz condition gives
$$E(y) \ge E(p) - K\,\|y - p\| \ge m - \frac{Kh}{2}.$$
Since $y$ is an image of the band, this is the bound. If both end images lie below $m - Kh/2$, then $y$ is neither of them and must be an interior image.

The Lean proof has the same stages. `exists_crossing_link` works by induction on $N$: if the last image but one is already on the nonnegative side, the shorter band contains the link; otherwise the final link is the one wanted. `link_meets_surface` supplies $p$. `near_an_end` starts from the fact that the two distances add up to the length of the link and splits into two cases according to which end is near. In `dividing_surface_bound`, the intermediate claim `key` is the energy estimate for any point within $h/2$ of $p$, and it is applied to whichever end `near_an_end` returns. `mountain_pass_bound` then inserts the function $g$ of the sphere, and `interior_image_bound` excludes the indices $0$ and $N$.

## The intermediate value theorem without a parameter

The derivation above parametrises the link by $t$. In `link_meets_surface` no $t$ appears. Mathlib's `IsPreconnected.intermediate_value` is stated for a preconnected set, one that cannot be split into two separated parts, and for a function continuous on it. If $a$ and $b$ belong to the set, the theorem says that the interval $[g(a), g(b)]$ is contained in the image of the set under $g$.

The set here is `segment ℝ a b`, the straight link. It is convex, and a convex set in a real normed space is preconnected, which is the content of `hconn`. The pair `⟨ha, hb⟩` states that $g(a) \le 0 \le g(b)$, so that $0$ lies in the interval. Membership of $0$ in the image of the segment means that there is a point $p$ of the segment with $g(p) = 0$, which is exactly the claim to be proved. The order of the ends matters, because the interval runs from $g(a)$ up to $g(b)$; `exists_crossing_link` delivers them in that order.

## A band that attains the bound

The factor $1/2$ is the best possible under these hypotheses. Take a unit vector $u$, a spacing $0 < h \le 2r$, the energy
$$E(p) = m - K\,\bigl|\,\|p - A\| - r\,\bigr|,$$
and the images $x_i = A + (r - h/2 + ih)\,u$. In the file these are `ridgeEnergy` and `radialBand`.

The energy equals $m$ on the sphere. It is $K$-Lipschitz because the triangle inequality, used twice, gives
$$\Bigl|\,\bigl|\|p-A\|-r\bigr| - \bigl|\|q-A\|-r\bigr|\,\Bigr| \le \bigl|\|p-A\|-\|q-A\|\bigr| \le \|p-q\|.$$

Since $h \le 2r$, the coefficient $r - h/2 + ih$ is nonnegative and is the distance of $x_i$ from $A$. Image $0$ is therefore inside the sphere, all later images are outside, and neighbours are exactly $h$ apart. The distance from $A$ differs from $r$ by $|i - 1/2|\,h$, which is at least $h/2$ for every integer $i \ge 0$. Hence
$$E(x_i) = m - K\,|i - 1/2|\,h \le m - \frac{Kh}{2},$$
with equality at $i = 0$ and $i = 1$, the two images that straddle the ridge.

`mountain_pass_bound_sharp` collects these properties. Its proof first computes the distances from $A$, in `hd`, and then treats image $0$ and the later images separately to obtain the gap of $h/2$. The example is a mathematical model, not a physical energy surface. For $K > 0$ it has a kink along its crest, which the Lipschitz condition allows and a smooth potential energy surface does not have, and its energy falls without limit far from $A$.

## A steeper ridge hides between the images

Suppose that the Lipschitz condition is dropped while $K$ stays in the bound. On the real line take $A = 0$, $r = 1$, $m = 1$ and
$$E(p) = \max\bigl(0,\; 1 - 10\,\bigl||p| - 1\bigr|\bigr).$$
This energy equals $1$ at $p = \pm 1$, which is the whole sphere in one dimension. The band with the two images $0.9$ and $1.1$ starts inside, ends outside and has spacing $h = 0.2$. Both images have energy $0$, whereas the bound with $K = 1$ would promise an image of energy at least $0.9$.

The energy in this example is continuous, and even Lipschitz with constant $10$. What the example refutes is therefore the bound for an energy that is steeper than the $K$ in the formula allows. With $K = 10$ the bound reads $E(x_i) \ge 0$, and both images meet it with equality. An underestimated force bound can thus lead to a band that is too coarse for the intended tolerance.
